# A lossless two-dimensional electron sheet has one retarded plasmon at each wavenumber, and it joins the light line as q → 0

Electrons confined to a thin sheet carry charge oscillations that run along the plane. In the simplest model the sheet lies in vacuum, the electrons respond to the field as free charges with no motion of their own, and the Coulomb force acts instantaneously. A sheet of areal density n then has a plasmon of frequency √(2πnq) at wavenumber q, in Gaussian atomic units with the electron's charge and mass set to one. At small q this curve rises above the line w = cq, where c is the speed of light. The crossing is at q = 2πn/c². A wave bound to the sheet in vacuum must lie below that line, so the electrostatic formula cannot describe it at longer wavelengths. What does the bound mode do there once the finite speed of light is included?

In Lean 4 with Mathlib:

```lean
import Mathlib

open Real Filter Topology

namespace RetardedPlasmon2D

noncomputable section
```

## The retarded dispersion relation

Let the sheet lie in vacuum and let the fields vary along it with wavenumber q. Away from the sheet they fall off as exp(−κ|z|), with

κ = √(q² − w²/c²).

The electrons are taken to respond to the in-plane field as free, collisionless charges. For the polarisation with an electric field along q, matching the fields across the sheet gives 2/κ = 4πn/w², that is,

w² = 2πn κ.

This relation is the starting point of the file and is not derived there from Maxwell's equations. It leaves out damping, a surrounding dielectric and any dependence of the electron response on q. Within this local, lossless model, the result shows where an electrostatic treatment of a two-dimensional electron gas has to give way to an electromagnetic one.

In the definition below, `n`, `c`, `q` and `w` are real numbers, and `IsPlasmonMode n c q w` is the statement that w is positive, lies below cq and solves the relation. Positivity of n, c and q is assumed separately in the theorems that need it.

```lean
/-- A retarded plasmon mode of a two-dimensional electron sheet of areal density `n`
(Gaussian atomic units, speed of light `c`): a frequency `w` below the light line `c q`
that solves the retarded dispersion relation at wavenumber `q`. -/
def IsPlasmonMode (n c q w : ℝ) : Prop :=
  0 < w ∧ w < c * q ∧ w ^ 2 = 2 * π * n * √(q ^ 2 - w ^ 2 / c ^ 2)
```

## A quadratic equation for the decay constant

Dividing the relation by c² gives w²/c² = (2πn/c²)κ. With

k = πn/c²

this reads w²/c² = 2kκ. Since κ² = q² − w²/c², the decay constant satisfies

κ² + 2kκ = q².

The wavenumber k is the only parameter in this equation relating κ to q. The file calls it `crossover`; it is half the wavenumber 2πn/c² at which the electrostatic curve crosses the light line.

```lean
/-- The wavenumber `π n / c²` set by the sheet density and the speed of light. -/
def crossover (n c : ℝ) : ℝ := π * n / c ^ 2
```

The positive solution of the quadratic is κ = √(q² + k²) − k. Inserting it in w² = 2πnκ gives the candidate frequency

w = √(2πn(√(q² + k²) − k)).

```lean
/-- The closed-form frequency `√(2πn (√(q² + k²) - k))` with `k = π n / c²`. -/
def retardedPlasmon (n c q : ℝ) : ℝ :=
  √(2 * π * n * (√(q ^ 2 + crossover n c ^ 2) - crossover n c))
```

Passing between the two forms of the coupling uses 2πn = 2kc², which follows from the definition of k when c is not zero.

```lean
/-- The coupling `2πn` expressed through the crossover wavenumber. -/
lemma coupling_eq {n c : ℝ} (hc : 0 < c) :
    2 * π * n = 2 * crossover n c * c ^ 2 := by
  have h : π * n / c ^ 2 * c ^ 2 = π * n := div_mul_cancel₀ _ (pow_ne_zero 2 hc.ne')
  unfold crossover
  linear_combination (-2) * h
```

## The candidate is a mode

Write S = √(q² + k²), so that S² = q² + k² and S > k. The candidate is then positive, and

w² = 2πn(S − k) = 2k(S − k)c².

Substituting this into the square of the decay constant gives

q² − w²/c² = q² − 2kS + 2k² = S² − 2kS + k² = (S − k)².

Because S − k is positive, the square root is S − k, and the dispersion relation holds. The same identity multiplied by c² reads

(cq)² − w² = c²(S − k)² > 0,

so w < cq.

The proof follows this order. Once the facts about the square roots are established, `generalize` replaces the expressions by the letters `w`, `S` and `k`, and `linear_combination` checks the polynomial identities. The steps `hdecay` and `hgap` are the last two displayed calculations.

```lean
/-- The closed-form frequency is a retarded plasmon mode. -/
theorem retardedPlasmon_isMode {n c q : ℝ} (hn : 0 < n) (hc : 0 < c) (hq : 0 < q) :
    IsPlasmonMode n c q (retardedPlasmon n c q) := by
  have hk : 0 < crossover n c := by unfold crossover; positivity
  have hkc := coupling_eq (n := n) hc
  have hS : √(q ^ 2 + crossover n c ^ 2) ^ 2 = q ^ 2 + crossover n c ^ 2 :=
    Real.sq_sqrt (by positivity)
  have hSk : crossover n c < √(q ^ 2 + crossover n c ^ 2) :=
    (Real.lt_sqrt hk.le).2 (by linarith [pow_pos hq 2])
  have hpos : 0 < 2 * π * n * (√(q ^ 2 + crossover n c ^ 2) - crossover n c) :=
    mul_pos (by positivity) (by linarith)
  have hw0 : 0 < retardedPlasmon n c q := by
    unfold retardedPlasmon
    exact Real.sqrt_pos.2 hpos
  have hw2 : retardedPlasmon n c q ^ 2
      = 2 * π * n * (√(q ^ 2 + crossover n c ^ 2) - crossover n c) := by
    unfold retardedPlasmon
    exact Real.sq_sqrt hpos.le
  unfold IsPlasmonMode
  clear hpos
  generalize retardedPlasmon n c q = w at hw0 hw2 ⊢
  generalize √(q ^ 2 + crossover n c ^ 2) = S at hS hSk hw2
  generalize crossover n c = k at hk hkc hS hSk hw2
  have hw3 : w ^ 2 = 2 * k * (S - k) * c ^ 2 := by
    linear_combination hw2 + (S - k) * hkc
  have hdiv : w ^ 2 / c ^ 2 = 2 * k * (S - k) := by
    rw [div_eq_iff (pow_ne_zero 2 hc.ne')]
    exact hw3
  -- the decay constant of the field is `S - k`
  have hdecay : √(q ^ 2 - w ^ 2 / c ^ 2) = S - k := by
    rw [hdiv, show q ^ 2 - 2 * k * (S - k) = (S - k) ^ 2 by linear_combination (-1) * hS]
    exact Real.sqrt_sq (by linarith)
  have hgap : (c * q) ^ 2 - w ^ 2 = c ^ 2 * (S - k) ^ 2 := by
    linear_combination (-c ^ 2) * hS - hw3
  have hgap0 : 0 < c ^ 2 * (S - k) ^ 2 :=
    mul_pos (pow_pos hc 2) (pow_pos (by linarith) 2)
  refine ⟨hw0, lt_of_pow_lt_pow_left₀ 2 (by positivity) (by linarith), ?_⟩
  rw [hdecay]
  exact hw2
```

In floating-point code the difference S − k loses digits when q is much smaller than k; in double precision with q = 10⁻⁹ k it comes out as zero. The equivalent form

w = q √(2πn/(S + k))

contains no subtraction and is the one to program.

## Every mode is the candidate

For the converse, start from an arbitrary mode. From 0 < w < cq it follows that w² < c²q², hence q² − w²/c² > 0. The lemma records the weaker inequality ≥ 0, which is enough to ensure that squaring the square root returns its argument.

```lean
/-- For a positive frequency below the light line, `0 < w < c q`, the quantity `q² - w²/c²` is
nonnegative. -/
lemma decay_sq_nonneg {c q w : ℝ} (hc : 0 < c) (hw : 0 < w) (hlt : w < c * q) :
    0 ≤ q ^ 2 - w ^ 2 / c ^ 2 := by
  have h1 : w ^ 2 ≤ (c * q) ^ 2 := pow_le_pow_left₀ hw.le hlt.le 2
  have h2 : w ^ 2 / c ^ 2 ≤ q ^ 2 := by
    rw [div_le_iff₀ (pow_pos hc 2)]
    linarith [mul_pow c q 2, mul_comm (c ^ 2) (q ^ 2)]
  linarith
```

Now let κ be the decay constant of this mode. It satisfies κ² = q² − w²/c² and w²/c² = 2kκ, so

(κ + k)² = κ² + 2kκ + k² = q² + k².

Since κ ≥ 0 and k > 0, taking the root gives κ + k = √(q² + k²). The other solution of the quadratic is negative and is excluded at this point. Then w² = 2πnκ is the square of the candidate, and w > 0 fixes the sign.

In the proof, `hS` is the completed square. The reverse direction of the equivalence is the theorem already shown.

```lean
/-- A frequency is a retarded plasmon mode exactly when it equals the closed form. -/
theorem isPlasmonMode_iff {n c q w : ℝ} (hn : 0 < n) (hc : 0 < c) (hq : 0 < q) :
    IsPlasmonMode n c q w ↔ w = retardedPlasmon n c q := by
  constructor
  · rintro ⟨hw, hlt, h⟩
    have hk : 0 < crossover n c := by unfold crossover; positivity
    have hkc := coupling_eq (n := n) hc
    have hκ := Real.sq_sqrt (decay_sq_nonneg hc hw hlt)
    have hκ0 := Real.sqrt_nonneg (q ^ 2 - w ^ 2 / c ^ 2)
    generalize √(q ^ 2 - w ^ 2 / c ^ 2) = κ at h hκ hκ0
    have hdiv : w ^ 2 / c ^ 2 = 2 * crossover n c * κ := by
      rw [div_eq_iff (pow_ne_zero 2 hc.ne')]
      linear_combination h + κ * hkc
    -- complete the square in the decay constant
    have hS : √(q ^ 2 + crossover n c ^ 2) = κ + crossover n c := by
      rw [show q ^ 2 + crossover n c ^ 2 = (κ + crossover n c) ^ 2 by
        linear_combination (-1) * hκ + hdiv]
      exact Real.sqrt_sq (add_nonneg hκ0 hk.le)
    unfold retardedPlasmon
    rw [hS, add_sub_cancel_right, ← h, Real.sqrt_sq hw.le]
  · rintro rfl
    exact retardedPlasmon_isMode hn hc hq
```

Existence and uniqueness now combine. In the statement, `∃! w` means that one real number w satisfies `IsPlasmonMode n c q w` and that no other does.

```lean
/-- At every wavenumber `q > 0` the retarded dispersion relation has exactly one root
between zero and the light line. -/
theorem existsUnique_plasmonMode {n c q : ℝ} (hn : 0 < n) (hc : 0 < c) (hq : 0 < q) :
    ∃! w, IsPlasmonMode n c q w :=
  ⟨_, retardedPlasmon_isMode hn hc hq, fun _ h => (isPlasmonMode_iff hn hc hq).1 h⟩
```

A numerical solver can therefore bracket the root on (0, cq): the function w² − 2πn√(q² − w²/c²) is negative at w = 0 and positive at w = cq, and bisection has only one root to find.

The positivity conditions matter. Take n = 0 and c = q = 1: the relation becomes w² = 0, which has no positive solution, so an empty sheet has no plasmon. If instead the condition w > 0 were removed from the definition, uniqueness would fail, because −w solves the relation whenever w does.

## Retardation lowers the frequency

For any mode w²/c² is positive, so κ < q. Hence

w² = 2πnκ < 2πnq,

and w lies strictly below the electrostatic value √(2πnq) at every q > 0.

```lean
/-- The retarded plasmon lies strictly below the electrostatic plasmon `√(2πnq)`. -/
theorem mode_lt_electrostatic {n c q w : ℝ} (hn : 0 < n) (hc : 0 < c) (hq : 0 < q)
    (h : IsPlasmonMode n c q w) : w < √(2 * π * n * q) := by
  obtain ⟨hw, -, h⟩ := h
  have hd : 0 < w ^ 2 / c ^ 2 := by positivity
  have hκ : √(q ^ 2 - w ^ 2 / c ^ 2) < q := (Real.sqrt_lt' hq).2 (by linarith)
  refine (Real.lt_sqrt hw.le).2 ?_
  calc w ^ 2 = 2 * π * n * √(q ^ 2 - w ^ 2 / c ^ 2) := h
    _ < 2 * π * n * q := mul_lt_mul_of_pos_left hκ (by positivity)
```

## How close the mode is to the light line

Squaring the dispersion relation removes the root:

w⁴ = (2πn)²(q² − w²/c²).

```lean
/-- The squared dispersion relation, free of square roots. -/
lemma mode_quartic {n c q w : ℝ} (hc : 0 < c) (h : IsPlasmonMode n c q w) :
    w ^ 4 = (2 * π * n) ^ 2 * (q ^ 2 - w ^ 2 / c ^ 2) := by
  obtain ⟨hw, hlt, h⟩ := h
  calc w ^ 4 = (w ^ 2) ^ 2 := by ring
    _ = (2 * π * n * √(q ^ 2 - w ^ 2 / c ^ 2)) ^ 2 := congrArg (· ^ 2) h
    _ = _ := by rw [mul_pow, Real.sq_sqrt (decay_sq_nonneg hc hw hlt)]
```

Set r = w/(cq) and X = (c²q/(2πn))². Dividing the quartic relation by (2πn)²q² gives

1 − r² = w⁴/((2πn)²q²) = r⁴X.

Since 0 < r < 1 and X > 0, the right-hand side is smaller than X, and therefore

r² > 1 − X.

In terms of the crossover wavenumber, X = (q/2k)². The bound thus gives an explicit limit on the relative error of replacing w by cq when q is small compared with k.

The step `key` is the displayed equality, with `field_simp` clearing the denominators. The final `nlinarith` uses the product of 1 − r⁴ > 0 and X > 0.

```lean
/-- A lower bound on the squared ratio of the plasmon frequency to the light line,
with a deficit quadratic in `q`. -/
theorem light_line_bound {n c q w : ℝ} (hn : 0 < n) (hc : 0 < c) (hq : 0 < q)
    (h : IsPlasmonMode n c q w) :
    1 - (c ^ 2 * q / (2 * π * n)) ^ 2 < (w / (c * q)) ^ 2 := by
  have hπ := Real.pi_ne_zero
  have key : 1 - (w / (c * q)) ^ 2
      = (w / (c * q)) ^ 4 * (c ^ 2 * q / (2 * π * n)) ^ 2 := by
    have e : (w / (c * q)) ^ 4 * (c ^ 2 * q / (2 * π * n)) ^ 2
        = w ^ 4 / (q ^ 2 * (2 * π * n) ^ 2) := by
      field_simp
    rw [e, mode_quartic hc h]
    field_simp
  have hr0 : 0 ≤ w / (c * q) := div_nonneg h.1.le (by positivity)
  have hr1 : w / (c * q) < 1 := (div_lt_one (by positivity)).2 h.2.1
  have hr4 : (w / (c * q)) ^ 4 < 1 := pow_lt_one₀ hr0 hr1 (by norm_num)
  have hX : 0 < (c ^ 2 * q / (2 * π * n)) ^ 2 := by positivity
  generalize w / (c * q) = r at *
  generalize (c ^ 2 * q / (2 * π * n)) ^ 2 = X at *
  nlinarith [mul_pos (sub_pos.2 hr4) hX]
```

Because r lies between 0 and 1, r² ≤ r, so

1 − X < r² ≤ r < 1.

As q → 0 from above, X → 0, and r is squeezed to 1. The mode bends onto the light line.

The statement uses the closed form `retardedPlasmon n c q`, which for each q > 0 is the unique mode. The filter `𝓝[>] 0` expresses the approach to zero through positive q, and `𝓝 1` the convergence to one. The proof applies the squeeze theorem to the chain of inequalities above.

```lean
/-- As `q → 0+` the ratio of the plasmon frequency to the light line `c q` tends to one. -/
theorem tendsto_light_line {n c : ℝ} (hn : 0 < n) (hc : 0 < c) :
    Tendsto (fun q => retardedPlasmon n c q / (c * q)) (𝓝[>] 0) (𝓝 1) := by
  have hcont : Continuous (fun q : ℝ => 1 - (c ^ 2 * q / (2 * π * n)) ^ 2) := by fun_prop
  have hlow : Tendsto (fun q : ℝ => 1 - (c ^ 2 * q / (2 * π * n)) ^ 2) (𝓝[>] 0) (𝓝 1) :=
    (hcont.tendsto' 0 1 (by simp)).mono_left nhdsWithin_le_nhds
  refine tendsto_of_tendsto_of_tendsto_of_le_of_le' hlow tendsto_const_nhds ?_ ?_
  all_goals
    filter_upwards [self_mem_nhdsWithin] with q hq
    have hq' : 0 < q := hq
    have hm := retardedPlasmon_isMode hn hc hq'
    have hr1 : retardedPlasmon n c q / (c * q) ≤ 1 :=
      ((div_lt_one (by positivity)).2 hm.2.1).le
  · have hr0 : 0 ≤ retardedPlasmon n c q / (c * q) := div_nonneg hm.1.le (by positivity)
    exact (light_line_bound hn hc hq' hm).le.trans (pow_le_of_le_one hr0 hr1 (by norm_num))
  · exact hr1
```

## Return to the electrostatic plasmon at large wavenumber

At the other end of the curve the natural comparison is s = w/√(2πnq). Dividing the quartic relation by (2πnq)² gives

s⁴ = 1 − w²/(c²q²).

The electrostatic upper bound w² < 2πnq turns this into

s⁴ > 1 − 2πn/(c²q) = 1 − 2k/q.

The bound says something useful once q is larger than 2k, which is where the electrostatic curve crosses the light line. In the proof, `e4` evaluates the fourth power of the square root, `e` is the division, and `hlt` inserts the upper bound.

```lean
/-- A lower bound on the fourth power of the ratio of the retarded to the electrostatic
plasmon frequency, with a deficit inversely proportional to `q`. -/
theorem electrostatic_bound {n c q w : ℝ} (hn : 0 < n) (hc : 0 < c) (hq : 0 < q)
    (h : IsPlasmonMode n c q w) :
    1 - 2 * π * n / (c ^ 2 * q) < (w / √(2 * π * n * q)) ^ 4 := by
  have hπ := Real.pi_ne_zero
  have hw2 : w ^ 2 < 2 * π * n * q :=
    (Real.lt_sqrt h.1.le).1 (mode_lt_electrostatic hn hc hq h)
  have e4 : √(2 * π * n * q) ^ 4 = (2 * π * n * q) ^ 2 := by
    calc √(2 * π * n * q) ^ 4 = (√(2 * π * n * q) ^ 2) ^ 2 := by ring
      _ = _ := by rw [Real.sq_sqrt (by positivity)]
  have e : (2 * π * n) ^ 2 * (q ^ 2 - w ^ 2 / c ^ 2) / (2 * π * n * q) ^ 2
      = 1 - w ^ 2 / (c ^ 2 * q ^ 2) := by
    field_simp
  have e2 : 2 * π * n / (c ^ 2 * q) = 2 * π * n * q / (c ^ 2 * q ^ 2) := by
    field_simp
  have hlt : w ^ 2 / (c ^ 2 * q ^ 2) < 2 * π * n * q / (c ^ 2 * q ^ 2) :=
    div_lt_div_of_pos_right hw2 (by positivity)
  rw [div_pow, e4, mode_quartic hc h, e, e2]
  linarith
```

Since 0 < s < 1, s⁴ ≤ s, and so

1 − 2k/q < s⁴ ≤ s < 1.

As q → ∞ the left-hand side tends to 1, and s with it. Here `atTop` stands for q → ∞, and the squeeze is the same as before. The limit belongs to the local model: in a real electron gas, the dependence of the response on q becomes important at large wavenumber, so the electrostatic formula is useful for q well above k but still well below the wavenumbers at which that dependence sets in.

```lean
/-- As `q → ∞` the ratio of the retarded to the electrostatic plasmon frequency
tends to one. -/
theorem tendsto_electrostatic {n c : ℝ} (hn : 0 < n) (hc : 0 < c) :
    Tendsto (fun q => retardedPlasmon n c q / √(2 * π * n * q)) atTop (𝓝 1) := by
  have h0 : Tendsto (fun q : ℝ => 2 * π * n / (c ^ 2 * q)) atTop (𝓝 0) :=
    tendsto_const_nhds.div_atTop (tendsto_id.const_mul_atTop (pow_pos hc 2))
  have hlow := h0.const_sub 1
  rw [sub_zero] at hlow
  refine tendsto_of_tendsto_of_tendsto_of_le_of_le' hlow tendsto_const_nhds ?_ ?_
  all_goals
    filter_upwards [eventually_gt_atTop (0 : ℝ)] with q hq
    have hm := retardedPlasmon_isMode hn hc hq
    have hs : 0 < √(2 * π * n * q) := Real.sqrt_pos.2 (by positivity)
    have hr1 : retardedPlasmon n c q / √(2 * π * n * q) ≤ 1 :=
      ((div_lt_one hs).2 (mode_lt_electrostatic hn hc hq hm)).le
  · exact (electrostatic_bound hn hc hq hm).le.trans
      (pow_le_of_le_one (div_nonneg hm.1.le hs.le) hr1 (by norm_num))
  · exact hr1

end

end RetardedPlasmon2D
```

```lean
#print axioms RetardedPlasmon2D.existsUnique_plasmonMode
-- 'RetardedPlasmon2D.existsUnique_plasmonMode' depends on axioms: [propext, Classical.choice, Quot.sound]
#print axioms RetardedPlasmon2D.tendsto_light_line
-- 'RetardedPlasmon2D.tendsto_light_line' depends on axioms: [propext, Classical.choice, Quot.sound]
#print axioms RetardedPlasmon2D.tendsto_electrostatic
-- 'RetardedPlasmon2D.tendsto_electrostatic' depends on axioms: [propext, Classical.choice, Quot.sound]
```
